# Fragment valence in an orthonormal basis is submodular

A fragment is modelled here as any set of basis functions from a finite orthonormal basis, whether or not it corresponds to whole atoms, and its valence is the sum of $|P_{mk}|^2$ over $m$ inside and $k$ outside, where $P$ is a complex matrix, in applications the density matrix in that basis. For any two fragments, overlapping or not, the valences of their union and intersection add up to at most the valences of the fragments themselves.

In Lean 4 with Mathlib:

```lean
import Mathlib

open Finset

namespace FragmentValence

noncomputable section

variable {n : Type*} [Fintype n] [DecidableEq n]

/-- The bond order between two sets of orthonormal basis functions: the sum of `|P_mk|²`
over `m` in `S` and `k` in `T`. -/
def bondOrder (P : Matrix n n ℂ) (S T : Finset n) : ℝ :=
  ∑ m ∈ S, ∑ k ∈ T, ‖P m k‖ ^ 2

/-- The valence of a fragment: its bond order with all basis functions outside it. -/
def valence (P : Matrix n n ℂ) (A : Finset n) : ℝ :=
  bondOrder P A Aᶜ

/-- A fragment of least valence among all fragments that contain the core `C` and stay
inside the region `D`. -/
def IsLeastValence (P : Matrix n n ℂ) (C D A : Finset n) : Prop :=
  C ⊆ A ∧ A ⊆ D ∧ ∀ X : Finset n, C ⊆ X → X ⊆ D → valence P A ≤ valence P X

omit [Fintype n] [DecidableEq n] in
/-- Bond orders are never negative. -/
lemma bondOrder_nonneg (P : Matrix n n ℂ) (S T : Finset n) : 0 ≤ bondOrder P S T :=
  Finset.sum_nonneg fun _ _ => Finset.sum_nonneg fun _ _ => sq_nonneg _

/-- The bond order as a sum over all pairs of basis functions, keeping only the pairs
that lead from `S` to `T`. -/
lemma bondOrder_eq_sum_pairs (P : Matrix n n ℂ) (S T : Finset n) :
    bondOrder P S T = ∑ m, ∑ k, if m ∈ S ∧ k ∈ T then ‖P m k‖ ^ 2 else 0 := by
  have h : ∀ m, (∑ k, if m ∈ S ∧ k ∈ T then ‖P m k‖ ^ 2 else 0)
      = if m ∈ S then ∑ k ∈ T, ‖P m k‖ ^ 2 else 0 := by
    intro m
    by_cases hm : m ∈ S <;> simp [hm]
  simp only [bondOrder, h, Finset.sum_ite_mem, Finset.univ_inter]

omit [Fintype n] [DecidableEq n] in
/-- For a Hermitian matrix the bond order is the same in both directions. -/
lemma bondOrder_comm {P : Matrix n n ℂ} (hP : P.IsHermitian) (S T : Finset n) :
    bondOrder P S T = bondOrder P T S := by
  unfold bondOrder
  rw [Finset.sum_comm]
  refine Finset.sum_congr rfl fun k _ => Finset.sum_congr rfl fun m _ => ?_
  rw [← hP.apply m k, norm_star]

/-- Valence balance for any matrix: the valences of `A` and `B` exceed those of their union
and intersection by the bonding between `A \ B` and `B \ A`, counted in both directions. -/
theorem valence_balance (P : Matrix n n ℂ) (A B : Finset n) :
    valence P A + valence P B = valence P (A ∪ B) + valence P (A ∩ B)
      + bondOrder P (A \ B) (B \ A) + bondOrder P (B \ A) (A \ B) := by
  simp only [valence, bondOrder_eq_sum_pairs, ← Finset.sum_add_distrib]
  -- the identity holds separately for each pair of basis functions
  refine Finset.sum_congr rfl fun m _ => Finset.sum_congr rfl fun k _ => ?_
  by_cases h1 : m ∈ A <;> by_cases h2 : m ∈ B <;>
    by_cases h3 : k ∈ A <;> by_cases h4 : k ∈ B <;> simp [h1, h2, h3, h4]

/-- Submodularity of the valence: for any two fragments, overlapping or not, the valences of
the union and the intersection add up to at most the valences of the two fragments. -/
theorem valence_submodular (P : Matrix n n ℂ) (A B : Finset n) :
    valence P (A ∪ B) + valence P (A ∩ B) ≤ valence P A + valence P B := by
  have h := valence_balance P A B
  have h1 := bondOrder_nonneg P (A \ B) (B \ A)
  have h2 := bondOrder_nonneg P (B \ A) (A \ B)
  linarith

/-- For Hermitian `P`, equality holds exactly when no matrix element of `P` connects
`A \ B` with `B \ A`. -/
theorem valence_submodular_eq_iff {P : Matrix n n ℂ} (hP : P.IsHermitian) (A B : Finset n) :
    valence P (A ∪ B) + valence P (A ∩ B) = valence P A + valence P B ↔
      ∀ m ∈ A \ B, ∀ k ∈ B \ A, P m k = 0 := by
  have hb := valence_balance P A B
  rw [bondOrder_comm hP (B \ A) (A \ B)] at hb
  constructor
  · intro h m hm k hk
    have h0 : bondOrder P (A \ B) (B \ A) = 0 := by linarith
    unfold bondOrder at h0
    -- a vanishing sum of squares has only vanishing terms
    have h1 := (Finset.sum_eq_zero_iff_of_nonneg (fun i _ => by positivity)).1 h0 m hm
    have h2 := (Finset.sum_eq_zero_iff_of_nonneg (fun i _ => by positivity)).1 h1 k hk
    simpa using h2
  · intro h
    have h0 : bondOrder P (A \ B) (B \ A) = 0 :=
      Finset.sum_eq_zero fun m hm => Finset.sum_eq_zero fun k hk => by simp [h m hm k hk]
    linarith

/-- For Hermitian `P`, removing the shared basis functions from both fragments does not
raise the sum of their valences. -/
theorem valence_sdiff_le {P : Matrix n n ℂ} (hP : P.IsHermitian) (A B : Finset n) :
    valence P (A \ B) + valence P (B \ A) ≤ valence P A + valence P B := by
  -- a fragment and its complement have the same valence
  have hc : ∀ S : Finset n, valence P Sᶜ = valence P S := by
    intro S
    unfold valence
    rw [compl_compl, bondOrder_comm hP]
  have h := valence_submodular P A Bᶜ
  have e1 : A ∪ Bᶜ = (B \ A)ᶜ := by
    ext x
    simp only [Finset.mem_union, Finset.mem_compl, Finset.mem_sdiff]
    tauto
  have e2 : A ∩ Bᶜ = A \ B := by
    ext x
    simp only [Finset.mem_inter, Finset.mem_compl, Finset.mem_sdiff]
  rw [e1, e2, hc, hc] at h
  linarith

/-- If `A` is contained in `B` and `C` lies outside `B`, the signed change in valence (new minus
old) on attaching `C` to `B` is at most the signed change on attaching `C` to `A`. -/
theorem valence_gain_antitone (P : Matrix n n ℂ) {A B C : Finset n}
    (hAB : A ⊆ B) (hBC : Disjoint B C) :
    valence P (B ∪ C) - valence P B ≤ valence P (A ∪ C) - valence P A := by
  have h := valence_submodular P (A ∪ C) B
  have e1 : (A ∪ C) ∪ B = B ∪ C := by
    ext x
    have hx : x ∈ A → x ∈ B := fun hx => hAB hx
    simp only [Finset.mem_union]
    tauto
  have e2 : (A ∪ C) ∩ B = A := by
    ext x
    have hx : x ∈ A → x ∈ B := fun hx => hAB hx
    have hd : x ∈ B → x ∉ C := fun hx => Finset.disjoint_left.1 hBC hx
    simp only [Finset.mem_union, Finset.mem_inter]
    tauto
  rw [e1, e2] at h
  linarith

/-- If two fragments both have least valence between a core `C` and a region `D`, then so do
their union and their intersection. -/
theorem leastValence_union_inter {P : Matrix n n ℂ} {C D A B : Finset n}
    (hA : IsLeastValence P C D A) (hB : IsLeastValence P C D B) :
    IsLeastValence P C D (A ∪ B) ∧ IsLeastValence P C D (A ∩ B) := by
  obtain ⟨hCA, hAD, hA⟩ := hA
  obtain ⟨hCB, hBD, hB⟩ := hB
  have u1 : C ⊆ A ∪ B := fun _ hx => Finset.mem_union_left _ (hCA hx)
  have u2 : A ∪ B ⊆ D := Finset.union_subset hAD hBD
  have i1 : C ⊆ A ∩ B := Finset.subset_inter hCA hCB
  have i2 : A ∩ B ⊆ D := fun _ hx => hAD (Finset.mem_inter.1 hx).1
  have h := valence_submodular P A B
  -- neither the union nor the intersection can lie below the minimum
  have hu := hB _ u1 u2
  have hi := hB _ i1 i2
  refine ⟨⟨u1, u2, fun X h1 h2 => ?_⟩, ⟨i1, i2, fun X h1 h2 => ?_⟩⟩
  · have hX := hA X h1 h2
    linarith
  · have hX := hA X h1 h2
    linarith

end

end FragmentValence
```

```lean
#print axioms FragmentValence.valence_submodular
#print axioms FragmentValence.valence_sdiff_le
#print axioms FragmentValence.valence_gain_antitone
#print axioms FragmentValence.leastValence_union_inter
```

```
'FragmentValence.valence_submodular' depends on axioms: [propext, Classical.choice, Quot.sound]
'FragmentValence.valence_sdiff_le' depends on axioms: [propext, Classical.choice, Quot.sound]
'FragmentValence.valence_gain_antitone' depends on axioms: [propext, Classical.choice, Quot.sound]
'FragmentValence.leastValence_union_inter' depends on axioms: [propext, Classical.choice, Quot.sound]
```

## Bond orders and valences in the code

The type `n` labels the basis functions, a fragment is a `Finset n`, and `P` is a complex matrix. For two sets $S$ and $T$, `bondOrder P S T` is

$$W(S,T)=\sum_{m\in S}\sum_{k\in T}|P_{mk}|^2,$$

and `valence P A` is $V(A)=W(A,A^c)$, where $A^c$ is the complement of $A$. The main inequality, `valence_submodular`, reads

$$V(A\cup B)+V(A\cap B)\le V(A)+V(B).$$

It holds for every complex matrix. The hypothesis `P.IsHermitian` appears in the symmetry lemma `bondOrder_comm` and in the two theorems that use it, the equality condition and the inequality for set differences.

If $P$ is the spin-summed density matrix of a closed-shell determinant, $W$ between two atoms is their Wiberg bond order, and $V(A)$ is the total bond order from $A$ to the rest of the molecule. Neither idempotency nor an electron count is assumed. Orthonormality is part of the interpretation: the code sees only a matrix, and Mayer bond orders in a nonorthogonal basis are not covered. For bonding analysis in a finite orthonormal basis, the inequality relates the valences of two overlapping fragments to those of their union and intersection, all computed from the same $P$.

## Counting the bonds between four regions

Two fragments divide the basis into $X=A\setminus B$, $Y=B\setminus A$, $I=A\cap B$ and the remainder $O$, any of which may be empty. Splitting each valence accordingly gives

$$\begin{aligned}
V(A)&=W(X,Y)+W(X,O)+W(I,Y)+W(I,O),\\
V(B)&=W(Y,X)+W(Y,O)+W(I,X)+W(I,O),\\
V(A\cup B)&=W(X,O)+W(Y,O)+W(I,O),\\
V(A\cap B)&=W(I,X)+W(I,Y)+W(I,O).
\end{aligned}$$

Subtracting the last two lines from the first two leaves

$$V(A)+V(B)-V(A\cup B)-V(A\cap B)=W(X,Y)+W(Y,X)\ge 0.$$

This is `valence_balance`. The code makes the same comparison pair by pair. `bondOrder_eq_sum_pairs` writes each bond order as a sum over all $(m,k)$ with a membership condition; the `by_cases` steps then run through whether $m$ and $k$ belong to $A$ and $B$, and `simp` checks each case. With `bondOrder_nonneg`, `linarith` obtains the inequality.

## Equality and set differences for Hermitian matrices

If $P$ is Hermitian, $|P_{mk}|=|P_{km}|$, so $W(S,T)=W(T,S)$, which is `bondOrder_comm`. The difference above becomes $2W(X,Y)$. A sum of squares vanishes only if every term does, so equality holds exactly when $P_{mk}=0$ for all $m\in X$ and $k\in Y$. `valence_submodular_eq_iff` extracts the individual terms by applying `Finset.sum_eq_zero_iff_of_nonneg` to the outer and then the inner sum.

The same symmetry gives $V(S^c)=V(S)$. Apply submodularity to $A$ and $B^c$, whose union is $(B\setminus A)^c$ and whose intersection is $A\setminus B$. The result is `valence_sdiff_le`:

$$V(A\setminus B)+V(B\setminus A)\le V(A)+V(B).$$

## Enlarging a fragment and fragments of least valence

Let $A\subseteq B$, and let $C$ be a set of basis functions outside $B$. Attaching $C$ to a fragment means here that these functions are added to the fragment while $P$ stays fixed; it does not mean a chemical reaction. The sets $A\cup C$ and $B$ have union $B\cup C$ and intersection $A$, so submodularity rearranges to

$$V(B\cup C)-V(B)\le V(A\cup C)-V(A).$$

Thus `valence_gain_antitone` says that the change in valence on attaching $C$ is no greater for the larger fragment. Either change may be negative.

In `IsLeastValence P C D A`, $C$ is instead a core that the fragment must contain, and $D$ is a region that it may not leave. Suppose $A$ and $B$ both attain the least valence $v$ under these constraints. Their union and intersection also satisfy the constraints, so each has valence at least $v$, while submodularity bounds the sum of the two by $2v$. Both therefore equal $v$. In `leastValence_union_inter`, `hu` and `hi` are the two lower bounds, and `linarith` combines them with submodularity and the minimality of $A$.
